# The antisymmetrizer of N indices over d spin orbitals has trace $\binom{d}{N}$ and vanishes exactly when N > d

Take two identical fermions and two spin orbitals (orbitals for short), labelled 0 and 1. A two-particle function, not yet antisymmetric, is a table of four amplitudes $\psi(a,b)$, and antisymmetrizing it gives

$$(A\psi)(a,b)=\tfrac12\bigl(\psi(a,b)-\psi(b,a)\bigr).$$

At $(0,0)$ and $(1,1)$ the two terms cancel, so the diagonal elements of $A$ there are 0. At $(0,1)$ and $(1,0)$ they are $\tfrac12$. The trace is 1, and there is indeed one antisymmetric state. With a single orbital, only $(0,0)$ is left and $A=0$.

I believe that this works in general: for $N$ particles in $d$ orbitals, the trace of the antisymmetrizer is $\binom{d}{N}$, this number is the dimension of the antisymmetric space, and $A$ is zero exactly when $N>d$. Can someone show me a full proof, with "antisymmetric" defined by pair exchanges and not by $A$ itself, and with every step checked by Lean?

## Counting states on the diagonal of the antisymmetrizer

Yes. The mechanism of your example carries over: configurations with a repeated orbital contribute nothing to the trace, and each of the others contributes $1/N!$.

A configuration $x$ assigns an orbital $x(i)$ to each index $i$, and a state is a complex function $\psi$ of configurations. For a permutation $s$ of the indices, let $(P_s\psi)(x)=\psi(x\circ s)$, and let

$$A=\frac1{N!}\sum_s \operatorname{sgn}(s)\,P_s .$$

Call $\psi$ antisymmetric if $\psi(x\circ\tau)=-\psi(x)$ for every configuration $x$ and every exchange $\tau$ of two different indices.

**From exchanges to all permutations.** Every permutation is a product of exchanges. Suppose that an antisymmetric $\psi$ satisfies $\psi(x\circ f)=\operatorname{sgn}(f)\,\psi(x)$ for all $x$. For one more exchange $\tau$,

$$\psi(x\circ\tau\circ f)=\operatorname{sgn}(f)\,\psi(x\circ\tau)=-\operatorname{sgn}(f)\,\psi(x)=\operatorname{sgn}(\tau f)\,\psi(x).$$

Starting from the identity, this gives $\psi(x\circ s)=\operatorname{sgn}(s)\,\psi(x)$ for every $s$.

**$A$ projects onto the antisymmetric functions.** For any $\psi$, put $t=\tau s$, so that $\operatorname{sgn}(s)=-\operatorname{sgn}(t)$. As $s$ runs over all permutations, so does $t$, and

$$(A\psi)(x\circ\tau)=\frac1{N!}\sum_s\operatorname{sgn}(s)\,\psi(x\circ\tau\circ s)=-\frac1{N!}\sum_t\operatorname{sgn}(t)\,\psi(x\circ t)=-(A\psi)(x).$$

So $A\psi$ is always antisymmetric. If $\psi$ is already antisymmetric, each term of the sum is $\operatorname{sgn}(s)^2\psi(x)=\psi(x)$. There are $N!$ terms, hence $A\psi=\psi$.

**The diagonal.** Let $e_x$ be the function that is 1 at $x$ and 0 elsewhere. The diagonal element at $x$ is

$$(Ae_x)(x)=\frac1{N!}\sum_s\operatorname{sgn}(s)\,e_x(x\circ s),$$

and only permutations with $x\circ s=x$ contribute. If all orbitals in $x$ are different, the identity is the only one, and the element is $1/N!$. If $x(i)=x(j)$ with $i\neq j$, the exchange $\tau$ of $i$ and $j$ leaves $x$ unchanged. Antisymmetry of $Ae_x$ then gives $(Ae_x)(x)=-(Ae_x)(x)$, so the element is 0.

**The trace.** There are $d(d-1)\cdots(d-N+1)$ configurations without repetition. Therefore

$$\operatorname{tr}A=\frac{d(d-1)\cdots(d-N+1)}{N!}=\binom dN .$$

**Dimension and vanishing.** Every $\psi$ splits as $A\psi+(\psi-A\psi)$, where $A$ acts as 1 on the first part and as 0 on the second. In a basis adapted to this splitting, the trace counts the basis vectors of the antisymmetric space, so its dimension is $\binom dN$. If $N>d$, that dimension is 0 and every $A\psi$ is 0. Conversely, if $A=0$, its trace is 0, so $\binom dN=0$, which means $N>d$.

Here is the complete Lean file.

```lean
import Mathlib

open Equiv

namespace PauliStateCount

noncomputable section

/-- Complex functions of `N` indices, each ranging over `d` orbitals. -/
abbrev State (N d : ℕ) := (Fin N → Fin d) → ℂ

/-- The sign of a permutation of the `N` indices, as a complex number. -/
def sgn {N : ℕ} (s : Perm (Fin N)) : ℂ := ((Perm.sign s : ℤ) : ℂ)

/-- The operator `P_s` that permutes the indices: `(P_s ψ)(x) = ψ(x ∘ s)`. -/
def permOp {N : ℕ} (d : ℕ) (s : Perm (Fin N)) : State N d →ₗ[ℂ] State N d :=
  LinearMap.funLeft ℂ ℂ (fun x : Fin N → Fin d => x ∘ s)

/-- The antisymmetrizer `(1/N!) ∑ s, sign(s) P_s`. -/
def antisymmetrizer (N d : ℕ) : State N d →ₗ[ℂ] State N d :=
  ((N.factorial : ℂ)⁻¹) • ∑ s : Perm (Fin N), sgn s • permOp d s

/-- The subspace of functions that change sign when any two different indices
are exchanged. -/
def antisymmetricSubspace (N d : ℕ) : Submodule ℂ (State N d) where
  carrier := {ψ | ∀ i j : Fin N, i ≠ j → ∀ x, ψ (x ∘ swap i j) = -ψ x}
  zero_mem' := by
    intro i j _ x
    simp
  add_mem' := by
    intro ψ φ hψ hφ i j hij x
    change ψ _ + φ _ = -(ψ x + φ x)
    rw [hψ i j hij x, hφ i j hij x]
    ring
  smul_mem' := by
    intro c ψ hψ i j hij x
    change c * ψ _ = -(c * ψ x)
    rw [hψ i j hij x]
    ring

/-- The sign of a product of permutations is the product of their signs. -/
theorem sgn_mul {N : ℕ} (s t : Perm (Fin N)) : sgn (s * t) = sgn s * sgn t := by
  simp [sgn]

/-- The exchange of two different indices has sign `-1`. -/
theorem sgn_swap {N : ℕ} {i j : Fin N} (h : i ≠ j) : sgn (swap i j) = -1 := by
  simp [sgn, Perm.sign_swap h]

/-- The antisymmetrized function is the signed average of the original function
over all permutations of its indices. -/
theorem antisymmetrizer_apply {N d : ℕ} (ψ : State N d) (x : Fin N → Fin d) :
    antisymmetrizer N d ψ x =
      (N.factorial : ℂ)⁻¹ * ∑ s : Perm (Fin N), sgn s * ψ (x ∘ s) := by
  simp [antisymmetrizer, permOp, LinearMap.funLeft_apply, LinearMap.sum_apply,
    Finset.sum_apply]

/-- A function that changes sign under every exchange of two indices acquires the
factor `sign(s)` under every permutation `s`. -/
theorem antisymmetric_perm {N d : ℕ} {ψ : State N d}
    (hψ : ψ ∈ antisymmetricSubspace N d) (s : Perm (Fin N)) :
    ∀ x : Fin N → Fin d, ψ (x ∘ s) = sgn s * ψ x := by
  have hex : ∀ i j : Fin N, i ≠ j → ∀ x, ψ (x ∘ swap i j) = -ψ x := hψ
  -- build the permutation from pair exchanges
  refine Perm.swap_induction_on s ?_ ?_
  · intro x
    simp [sgn]
  · intro f i j hij ih x
    have h : x ∘ ⇑(swap i j * f) = (x ∘ swap i j) ∘ f := rfl
    rw [h, ih (x ∘ swap i j), hex i j hij x, sgn_mul, sgn_swap hij]
    ring

/-- The antisymmetrizer is a projection onto the antisymmetric subspace: its values
are antisymmetric, and it leaves antisymmetric functions unchanged. -/
theorem antisymmetrizer_isProj (N d : ℕ) :
    LinearMap.IsProj (antisymmetricSubspace N d) (antisymmetrizer N d) := by
  constructor
  · intro ψ
    change ∀ i j : Fin N, i ≠ j → ∀ x,
      antisymmetrizer N d ψ (x ∘ swap i j) = -antisymmetrizer N d ψ x
    intro i j hij x
    rw [antisymmetrizer_apply, antisymmetrizer_apply, ← mul_neg,
      ← Finset.sum_neg_distrib]
    congr 1
    -- relabel the sum by the exchange of i and j
    refine Fintype.sum_equiv (Equiv.mulLeft (swap i j)) _ _ fun s => ?_
    change _ = -(sgn (swap i j * s) * ψ ((x ∘ swap i j) ∘ s))
    rw [sgn_mul, sgn_swap hij]
    ring
  · intro ψ hψ
    ext x
    have hs : ∀ s : Perm (Fin N), sgn s * ψ (x ∘ s) = ψ x := by
      intro s
      have h1 : sgn s * sgn s = 1 := by
        rcases Int.units_eq_one_or (Perm.sign s) with h | h <;> simp [sgn, h]
      rw [antisymmetric_perm hψ s x, ← mul_assoc, h1, one_mul]
    rw [antisymmetrizer_apply]
    simp only [hs, Finset.sum_const, Finset.card_univ, Fintype.card_perm,
      Fintype.card_fin, nsmul_eq_mul]
    exact inv_mul_cancel_left₀ (Nat.cast_ne_zero.mpr N.factorial_ne_zero) _

/-- The diagonal element of the antisymmetrizer at a configuration `x` is `1/N!` if
the orbitals in `x` are all different, and zero if an orbital is repeated. -/
theorem antisymmetrizer_diag {N d : ℕ} (x : Fin N → Fin d) :
    antisymmetrizer N d (Pi.single x 1) x =
      if Function.Injective x then (N.factorial : ℂ)⁻¹ else 0 := by
  split_ifs with hx
  · -- only the identity permutation leaves x unchanged
    rw [antisymmetrizer_apply, Finset.sum_eq_single (1 : Perm (Fin N))]
    · simp [sgn]
    · intro s _ hs
      have hne : x ∘ s ≠ x := fun h => hs (Equiv.ext fun i => hx (congrFun h i))
      rw [Pi.single_eq_of_ne hne, mul_zero]
    · intro h
      exact absurd (Finset.mem_univ _) h
  · -- exchanging two equal entries changes the sign but not the configuration
    simp only [Function.Injective, not_forall] at hx
    obtain ⟨i, j, hij, hne⟩ := hx
    have hswap : x ∘ swap i j = x := by
      funext k
      rcases eq_or_ne k i with rfl | hki
      · simp [hij]
      · rcases eq_or_ne k j with rfl | hkj
        · simp [hij]
        · simp [swap_apply_of_ne_of_ne hki hkj]
    have hex : ∀ i j : Fin N, i ≠ j → ∀ y,
        antisymmetrizer N d (Pi.single x 1) (y ∘ swap i j) =
          -antisymmetrizer N d (Pi.single x 1) y :=
      (antisymmetrizer_isProj N d).map_mem (Pi.single x 1)
    have h := hex i j hne x
    rw [hswap] at h
    linear_combination h / 2

/-- The trace of the antisymmetrizer for `N` indices over `d` orbitals is the binomial
coefficient `d` choose `N`. -/
theorem trace_antisymmetrizer (N d : ℕ) :
    LinearMap.trace ℂ (State N d) (antisymmetrizer N d) = (d.choose N : ℂ) := by
  have hN : (N.factorial : ℂ) ≠ 0 := Nat.cast_ne_zero.mpr N.factorial_ne_zero
  -- count the configurations without repeated orbitals
  have hcard : (Finset.univ.filter
      (fun x : Fin N → Fin d => Function.Injective x)).card = d.descFactorial N := by
    rw [← Fintype.card_subtype,
      Fintype.card_congr (Equiv.subtypeInjectiveEquivEmbedding (Fin N) (Fin d)),
      Fintype.card_embedding_eq]
    simp only [Fintype.card_fin]
  rw [LinearMap.trace_eq_matrix_trace ℂ (Pi.basisFun ℂ (Fin N → Fin d))]
  simp only [Matrix.trace, Matrix.diag_apply, LinearMap.toMatrix_apply,
    Pi.basisFun_apply, Pi.basisFun_repr, antisymmetrizer_diag]
  rw [← Finset.sum_filter, Finset.sum_const, nsmul_eq_mul, hcard,
    Nat.descFactorial_eq_factorial_mul_choose, Nat.cast_mul, mul_comm,
    inv_mul_cancel_left₀ hN]

/-- The space of antisymmetric functions of `N` indices over `d` orbitals has
dimension `d` choose `N`. -/
theorem finrank_antisymmetricSubspace (N d : ℕ) :
    Module.finrank ℂ (antisymmetricSubspace N d) = d.choose N := by
  have h := (antisymmetrizer_isProj N d).trace
  rw [trace_antisymmetrizer] at h
  exact_mod_cast h.symm

/-- The antisymmetrizer is zero exactly when there are more indices than orbitals. -/
theorem antisymmetrizer_eq_zero_iff (N d : ℕ) :
    antisymmetrizer N d = 0 ↔ d < N := by
  rw [← Nat.choose_eq_zero_iff]
  constructor
  · intro h
    have t := trace_antisymmetrizer N d
    rw [h, map_zero] at t
    exact_mod_cast t.symm
  · intro h
    -- the projection has a zero-dimensional range
    have hb : antisymmetricSubspace N d = ⊥ :=
      Submodule.finrank_eq_zero.mp (by rw [finrank_antisymmetricSubspace, h])
    refine LinearMap.ext fun ψ => ?_
    have m := (antisymmetrizer_isProj N d).map_mem ψ
    rw [hb] at m
    exact (Submodule.mem_bot ℂ).mp m

end

end PauliStateCount
```

```lean
#print axioms PauliStateCount.trace_antisymmetrizer
-- 'PauliStateCount.trace_antisymmetrizer' depends on axioms: [propext, Classical.choice, Quot.sound]
#print axioms PauliStateCount.antisymmetrizer_eq_zero_iff
-- 'PauliStateCount.antisymmetrizer_eq_zero_iff' depends on axioms: [propext, Classical.choice, Quot.sound]
```

### What the Lean statements say about fermions

A configuration is a function `Fin N → Fin d`, and `State N d` is the space of all complex functions of configurations. Physically, $\psi(x)$ is the coefficient of a product of one-particle functions, and the $d$ orbitals are spin orbitals if the particles carry spin. The word "state" is used loosely here: these functions need not be normalised or antisymmetric, and only the nonzero antisymmetric ones describe identical fermions.

`permOp d s` is $P_s$, with the convention that the permutation acts on the positions in $x$ and not on the orbital labels. `sgn s` is the sign as a complex number, and `antisymmetrizer N d` is the signed average. `antisymmetricSubspace N d` is defined by pair exchanges alone, as you asked.

Three theorems carry the result:

- `trace_antisymmetrizer` says that the trace of the operator on the whole space `State N d` is the binomial coefficient, as an equality of complex numbers.
- `finrank_antisymmetricSubspace` says that the exchange-defined subspace has complex dimension `d.choose N`, as an equality of natural numbers.
- `antisymmetrizer_eq_zero_iff` says that the operator is zero if and only if `d < N`.

They hold for all natural numbers $N$ and $d$. With $N=0$ there is one empty configuration, $A$ is the identity and the trace is 1. With $N=1$ there is nothing to exchange, and the trace is $d$.

The sign change under exchange enters as the definition of the subspace. It stands for the physical postulate that identical fermions have antisymmetric wave functions, and nothing here derives that postulate or connects it with spin. The one-particle space has finite dimension $d$, and no inner product appears, so "projection" means a linear projection, with no statement about orthogonality.

In electronic structure theory, $\binom dN$ is the dimension of the full configuration interaction space for $N$ electrons in a finite set of $d$ spin orbitals, before any restriction by spin or spatial symmetry. Since the count concerns the space and not a Hamiltonian, it is the same with and without interactions.

### From pair exchanges to the trace in Lean

`sgn_mul` and `sgn_swap` supply the two sign rules, and `antisymmetrizer_apply` turns the operator into the explicit sum used above.

`antisymmetric_perm` is the step from exchanges to all permutations. `Perm.swap_induction_on` asks for the identity and for the passage from `f` to `swap i j * f`, which is exactly the induction in the derivation.

`antisymmetrizer_isProj` has two parts. In the first, `Fintype.sum_equiv` with `Equiv.mulLeft (swap i j)` performs the relabelling $t=\tau s$. In the second, `hs` shows that every term of the sum equals $\psi(x)$, and the number of permutations cancels the factor $1/N!$.

`antisymmetrizer_diag` splits on whether `x` is injective, that is, free of repeated orbitals. In the injective case, `Finset.sum_eq_single` keeps only the identity permutation. In the other case, `hswap` records that the exchange leaves `x` unchanged, and `linear_combination h / 2` concludes from $a=-a$ that $a=0$.

`trace_antisymmetrizer` writes the trace as a matrix trace in the basis of functions $e_x$ and inserts the diagonal elements. Configurations without repetition are injective maps from indices to orbitals. Mathlib counts these by the falling factorial `d.descFactorial N`, which is $N!$ times the binomial coefficient. The last two theorems then follow from the trace and the projection property.

### `LinearMap.IsProj`, a projection with a named target

The device that ties the argument together is `LinearMap.IsProj`. For a subspace and a linear map, it states two things: every value of the map lies in the subspace (`map_mem`), and the map leaves each vector of the subspace unchanged (`map_id`). Idempotence follows at once, because $A\psi$ lies in the subspace and is therefore fixed by $A$.

The subspace is part of the statement. This is what makes your request about the definition easy to meet: the theorem `LinearMap.IsProj.trace` equates the trace with the dimension of the named subspace, here the one defined by exchanges. Had the file proved only $A^2=A$, the trace would have given the dimension of the range of $A$, and the range would still have had to be identified with the antisymmetric functions.

The same property is used at two further points. In `antisymmetrizer_diag`, `map_mem` provides the antisymmetry of $Ae_x$ that removes configurations with a repeated orbital. In `antisymmetrizer_eq_zero_iff`, it places every $A\psi$ in a subspace that has just been shown to be zero.

### The same count in a configuration interaction code

Consider two electrons in four spin orbitals, as for the hydrogen molecule in a minimal basis. The full coefficient table has $4^2=16$ entries. Four of them repeat an orbital, and the other twelve contribute $\tfrac12$ each to the trace, which gives $\binom42=6$.

A determinant-based program usually doesn't store the full table. It keeps at most one representative of each set of occupied orbitals, for instance the increasing tuple or a bit string with $N$ bits set. In Python, `itertools.combinations(range(4), 2)` yields the six tuples of the unrestricted count. Many programs also fix the numbers of spin-up and spin-down electrons; with one of each, four of these six remain. Choosing one ordering out of $N!$ plays the same role as the factor $1/N!$ on the diagonal of $A$.

If you do build $A$ as a matrix for a small system, its trace is a quick check on the signs. Leaving out the factor $\operatorname{sgn}(s)$ produces the projector onto symmetric functions, and in this example the trace becomes $(16+4)/2=10$, the number of linearly independent two-boson states, instead of 6.
